# Four unit spins in three dimensions with zero sum: the Heisenberg sum is always −2, and the biquadratic sum runs from 2/3 (tetrahedral) to 6 (collinear)

When I minimise a classical antiferromagnetic Heisenberg energy over four-sublattice states with a 2×2 cell on the triangular lattice, different starting points end in different spin patterns with the same energy, and I can't tell a true degeneracy from a poor search. With a biquadratic term added, the search settles on a tetrahedral or a row-wise state, but that doesn't show that nothing lies lower.

The claim I have in mind is this. If the four unit spins sum to zero, the sum of \(S_i\cdot S_j\) over pairs is always \(-2\), while the sum of \((S_i\cdot S_j)^2\) is smallest only for the tetrahedron and largest only for collinear spins. Can this be made rigorous and checked by machine?

## Three scalar products determine both sums

Yes. Call the spins \(S_0,\dots,S_3\), and write

\[
a=S_0\cdot S_1,\quad b=S_0\cdot S_2,\quad c=S_0\cdot S_3,\quad
a'=S_2\cdot S_3,\quad b'=S_1\cdot S_3,\quad c'=S_1\cdot S_2 .
\]

Dotting \(\sum_j S_j=0\) with each spin in turn gives

\[
a+b+c=-1,\quad a+b'+c'=-1,\quad a'+b+c'=-1,\quad a'+b'+c=-1 .
\]

The first two equations add up to \(2a+b+c+b'+c'=-2\), the last two to \(2a'+b+c+b'+c'=-2\), so \(a=a'\). The other two ways of pairing the equations give \(b=b'\) and \(c=c'\). The Heisenberg sum is therefore \(2(a+b+c)=-2\), and the biquadratic sum is \(B=2(a^2+b^2+c^2)\).

**Lower bound.** Since \(a+b+c=-1\),

\[
\left(a+\tfrac13\right)^2+\left(b+\tfrac13\right)^2+\left(c+\tfrac13\right)^2
=a^2+b^2+c^2-\tfrac13 .
\]

So \(B\) equals \(2/3\) plus twice a sum of squares. It reaches \(2/3\) exactly when \(a=b=c=-1/3\), and then all six products are \(-1/3\).

**Upper bound.** For unit vectors, \(|v\mp u|^2=2\mp2\,u\cdot v\ge0\), so \((u\cdot v)^2\le1\), with equality exactly when \(v=\pm u\). Hence \(B\le6\), with equality exactly when every spin is \(\pm S_0\). The zero sum then forces two spins up and two down.

**Coplanar states.** Let \(\chi=S_0\cdot(S_1\times S_2)\) be the scalar chirality. Its square is the Gram determinant of the three spins:

\[
\chi^2=1+2abc-a^2-b^2-c^2=2(1+a)(1+b)(1+c),
\]

where the last step uses \(a+b+c=-1\). If \(\chi=0\), one of the products is \(-1\), and so \(B\ge2\). Two antiparallel pairs along perpendicular axes have \(a=-1\), \(b=c=0\) and attain \(B=2\).

**Energy.** With \(E=J\sum S_i\cdot S_j+K\sum(S_i\cdot S_j)^2\), every zero-sum state has \(E=-2J+KB\). For \(K>0\) the minimum is \(-2J+2K/3\), at the tetrahedral states. For \(K<0\) it is \(-2J+6K\), at the collinear ones.

## What the Lean definitions say about the magnet

A state is a map `Fin 4 → Fin 3 → ℝ`: four sublattices, each with three real spin components. The product `⬝ᵥ` is the ordinary dot product. `IsMPoint` requires unit length and zero total spin. In a pattern with a 2×2 magnetic cell on the triangular lattice, the zero sum removes the uniform component and leaves only the three M-point wave vectors. The lattice itself does not appear in the file.

`bilinear` and `biquadratic` count each of the six pairs once. `IsTetrahedral` says that any two different spins have product \(-1/3\), which leaves global rotations and both signs of the chirality free. `IsCollinear` says that every spin is \(\pm S_0\), which with zero sum is the row-wise state.

In `energy`, `J` is the exchange coupling between two sublattices, added up over the bonds that join them in one magnetic cell. With nearest-neighbour bonds only, the 2×2 cell of the triangular lattice has two such bonds for each pair, so `J` is twice the coupling of one bond. `K` is an effective higher-order coupling, counted in the same way, such as may come from higher-order exchange or from fluctuations. Both are given numbers, the same for every pair. `energy_minimisers` compares a state only with other zero-sum states. That these contain the ground state of a particular lattice model is a separate question: for ferromagnetic \(J\), for instance, aligned spins can lie lower. The spins are classical vectors of fixed length.

For classical spins of this kind, an energy difference between row-wise and tetrahedral states, for example from non-collinear electronic-structure calculations, cannot come from an isotropic bilinear coupling that is equal on all pairs of sublattices.

```lean
import Mathlib

open Matrix

namespace FourSublatticeStates

noncomputable section

/-- Four classical unit spins in three dimensions whose total spin vanishes. -/
def IsMPoint (S : Fin 4 → Fin 3 → ℝ) : Prop :=
  (∀ i, S i ⬝ᵥ S i = 1) ∧ ∑ i, S i = 0

/-- The Heisenberg sum of `Sᵢ · Sⱼ` over the six pairs of sublattices. -/
def bilinear (S : Fin 4 → Fin 3 → ℝ) : ℝ :=
  S 0 ⬝ᵥ S 1 + S 0 ⬝ᵥ S 2 + S 0 ⬝ᵥ S 3 + S 1 ⬝ᵥ S 2 + S 1 ⬝ᵥ S 3 + S 2 ⬝ᵥ S 3

/-- The biquadratic sum of `(Sᵢ · Sⱼ)²` over the six pairs of sublattices. -/
def biquadratic (S : Fin 4 → Fin 3 → ℝ) : ℝ :=
  (S 0 ⬝ᵥ S 1) ^ 2 + (S 0 ⬝ᵥ S 2) ^ 2 + (S 0 ⬝ᵥ S 3) ^ 2
    + (S 1 ⬝ᵥ S 2) ^ 2 + (S 1 ⬝ᵥ S 3) ^ 2 + (S 2 ⬝ᵥ S 3) ^ 2

/-- Any two different spins have scalar product `-1/3`. -/
def IsTetrahedral (S : Fin 4 → Fin 3 → ℝ) : Prop :=
  ∀ i j, i ≠ j → S i ⬝ᵥ S j = -1 / 3

/-- Every spin is parallel or antiparallel to the first one. -/
def IsCollinear (S : Fin 4 → Fin 3 → ℝ) : Prop :=
  ∀ i, S i = S 0 ∨ S i = -S 0

/-- The scalar chirality `S₀ · (S₁ × S₂)` of the first three spins. -/
def chirality (S : Fin 4 → Fin 3 → ℝ) : ℝ := S 0 ⬝ᵥ (S 1 ⨯₃ S 2)

/-- The energy with Heisenberg coupling `J` and biquadratic coupling `K` on every pair. -/
def energy (J K : ℝ) (S : Fin 4 → Fin 3 → ℝ) : ℝ := J * bilinear S + K * biquadratic S

/-- The scalar product of two unit spins has square at most one, with equality exactly
when the spins are parallel or antiparallel. -/
theorem unit_dot_sq {u v : Fin 3 → ℝ} (hu : u ⬝ᵥ u = 1) (hv : v ⬝ᵥ v = 1) :
    (u ⬝ᵥ v) ^ 2 ≤ 1 ∧ ((u ⬝ᵥ v) ^ 2 = 1 ↔ v = u ∨ v = -u) := by
  have nn : ∀ w : Fin 3 → ℝ, 0 ≤ w ⬝ᵥ w :=
    fun w => Finset.sum_nonneg fun i _ => mul_self_nonneg (w i)
  have hm : (v - u) ⬝ᵥ (v - u) = 2 - 2 * (u ⬝ᵥ v) := by
    rw [sub_dotProduct, dotProduct_sub, dotProduct_sub, hu, hv, dotProduct_comm v u]
    ring
  have hp : (v + u) ⬝ᵥ (v + u) = 2 + 2 * (u ⬝ᵥ v) := by
    rw [add_dotProduct, dotProduct_add, dotProduct_add, hu, hv, dotProduct_comm v u]
    ring
  have h1 := nn (v - u)
  have h2 := nn (v + u)
  rw [hm] at h1
  rw [hp] at h2
  refine ⟨by nlinarith, fun h => ?_, ?_⟩
  · have h0 : (u ⬝ᵥ v - 1) * (u ⬝ᵥ v + 1) = 0 := by linear_combination h
    rcases mul_eq_zero.mp h0 with h | h
    · exact Or.inl (sub_eq_zero.mp (dotProduct_self_eq_zero.mp (by rw [hm]; linarith)))
    · exact Or.inr (eq_neg_of_add_eq_zero_left
        (dotProduct_self_eq_zero.mp (by rw [hp]; linarith)))
  · rintro (h | h)
    · rw [h, hu]; norm_num
    · rw [h, dotProduct_neg, hu]; norm_num

/-- For four unit spins with zero sum, opposite pairs have equal scalar products, and the products
of the first spin with the other three add up to `-1`. -/
theorem opposite_pairs {S : Fin 4 → Fin 3 → ℝ} (hS : IsMPoint S) :
    S 0 ⬝ᵥ S 1 = S 2 ⬝ᵥ S 3 ∧ S 0 ⬝ᵥ S 2 = S 1 ⬝ᵥ S 3 ∧ S 0 ⬝ᵥ S 3 = S 1 ⬝ᵥ S 2 ∧
      S 0 ⬝ᵥ S 1 + S 0 ⬝ᵥ S 2 + S 0 ⬝ᵥ S 3 = -1 := by
  have h0 : S 0 + S 1 + S 2 + S 3 = 0 := by
    have h := hS.2
    rwa [Fin.sum_univ_four] at h
  -- project the vanishing total spin on each spin
  have h : ∀ i, S i ⬝ᵥ S 0 + S i ⬝ᵥ S 1 + S i ⬝ᵥ S 2 + S i ⬝ᵥ S 3 = 0 := by
    intro i
    rw [← dotProduct_add, ← dotProduct_add, ← dotProduct_add, h0, dotProduct_zero]
  have c := fun i j => dotProduct_comm (S i) (S j)
  have u := hS.1
  refine ⟨?_, ?_, ?_, ?_⟩ <;>
    linarith [h 0, h 1, h 2, h 3, u 0, u 1, u 2, u 3, c 0 1, c 0 2, c 0 3, c 1 2, c 1 3, c 2 3]

/-- For four unit spins with zero sum the Heisenberg sum is always `-2`, while the
biquadratic sum lies between `2/3`, reached exactly by tetrahedral states, and `6`,
reached exactly by collinear states. -/
theorem bilinear_and_biquadratic {S : Fin 4 → Fin 3 → ℝ} (hS : IsMPoint S) :
    bilinear S = -2 ∧ 2 / 3 ≤ biquadratic S ∧ biquadratic S ≤ 6 ∧
      (biquadratic S = 2 / 3 ↔ IsTetrahedral S) ∧
      (biquadratic S = 6 ↔ IsCollinear S) := by
  obtain ⟨h1, h2, h3, h4⟩ := opposite_pairs hS
  have hB : biquadratic S =
      2 * ((S 0 ⬝ᵥ S 1) ^ 2 + (S 0 ⬝ᵥ S 2) ^ 2 + (S 0 ⬝ᵥ S 3) ^ 2) := by
    unfold biquadratic
    rw [← h1, ← h2, ← h3]
    ring
  have q1 := sq_nonneg (S 0 ⬝ᵥ S 1 + 1 / 3)
  have q2 := sq_nonneg (S 0 ⬝ᵥ S 2 + 1 / 3)
  have q3 := sq_nonneg (S 0 ⬝ᵥ S 3 + 1 / 3)
  obtain ⟨b1, e1⟩ := unit_dot_sq (hS.1 0) (hS.1 1)
  obtain ⟨b2, e2⟩ := unit_dot_sq (hS.1 0) (hS.1 2)
  obtain ⟨b3, e3⟩ := unit_dot_sq (hS.1 0) (hS.1 3)
  refine ⟨by unfold bilinear; linarith, by rw [hB]; nlinarith, by rw [hB]; linarith,
    ⟨fun h => ?_, fun h => ?_⟩, ⟨fun h => ?_, fun h => ?_⟩⟩
  · -- the deviations from -1/3 have vanishing sum of squares
    rw [hB] at h
    have a1 : S 0 ⬝ᵥ S 1 + 1 / 3 = 0 := (pow_eq_zero_iff two_ne_zero).mp (by nlinarith)
    have a2 : S 0 ⬝ᵥ S 2 + 1 / 3 = 0 := (pow_eq_zero_iff two_ne_zero).mp (by nlinarith)
    have a3 : S 0 ⬝ᵥ S 3 + 1 / 3 = 0 := (pow_eq_zero_iff two_ne_zero).mp (by nlinarith)
    have c := fun i j => dotProduct_comm (S i) (S j)
    intro i j hij
    fin_cases i <;> fin_cases j <;> simp at hij ⊢ <;>
      linarith [c 0 1, c 0 2, c 0 3, c 1 2, c 1 3, c 2 3]
  · rw [hB, h 0 1 (by decide), h 0 2 (by decide), h 0 3 (by decide)]
    norm_num
  · -- each squared product must reach its maximum
    rw [hB] at h
    intro i
    fin_cases i
    · exact Or.inl rfl
    · exact e1.mp (by linarith)
    · exact e2.mp (by linarith)
    · exact e3.mp (by linarith)
  · rw [hB, e1.mpr (h 1), e2.mpr (h 2), e3.mpr (h 3)]
    norm_num

/-- For four unit spins with zero sum, the squared scalar chirality is twice the product of the
three factors `1 + S₀ · Sⱼ` with `j = 1, 2, 3`. -/
theorem chirality_sq {S : Fin 4 → Fin 3 → ℝ} (hS : IsMPoint S) :
    chirality S ^ 2 =
      2 * (1 + S 0 ⬝ᵥ S 1) * (1 + S 0 ⬝ᵥ S 2) * (1 + S 0 ⬝ᵥ S 3) := by
  -- the squared triple product is a Gram determinant
  have gram : ∀ u v w : Fin 3 → ℝ, (u ⬝ᵥ (v ⨯₃ w)) ^ 2 =
      (u ⬝ᵥ u) * (v ⬝ᵥ v) * (w ⬝ᵥ w) + 2 * (u ⬝ᵥ v) * (u ⬝ᵥ w) * (v ⬝ᵥ w)
        - (u ⬝ᵥ u) * (v ⬝ᵥ w) ^ 2 - (v ⬝ᵥ v) * (u ⬝ᵥ w) ^ 2
        - (w ⬝ᵥ w) * (u ⬝ᵥ v) ^ 2 := by
    intro u v w
    simp [cross_apply, dotProduct, Fin.sum_univ_three]
    ring
  obtain ⟨-, -, h3, h4⟩ := opposite_pairs hS
  have hc : S 0 ⬝ᵥ S 3 = -1 - S 0 ⬝ᵥ S 1 - S 0 ⬝ᵥ S 2 := by linarith
  unfold chirality
  rw [gram, hS.1 0, hS.1 1, hS.1 2, ← h3, hc]
  ring

/-- For four unit spins with zero sum, if the scalar chirality vanishes, the biquadratic sum is at
least `2`. -/
theorem two_le_biquadratic_of_coplanar {S : Fin 4 → Fin 3 → ℝ} (hS : IsMPoint S)
    (h : chirality S = 0) : 2 ≤ biquadratic S := by
  have hχ := chirality_sq hS
  obtain ⟨h1, h2, h3, -⟩ := opposite_pairs hS
  have h0 : (1 + S 0 ⬝ᵥ S 1) * (1 + S 0 ⬝ᵥ S 2) * (1 + S 0 ⬝ᵥ S 3) = 0 := by
    rw [h] at hχ
    linarith
  unfold biquadratic
  rw [← h1, ← h2, ← h3]
  -- one pair of spins is antiparallel
  rcases mul_eq_zero.mp h0 with h0 | h0
  · rcases mul_eq_zero.mp h0 with h0 | h0
    · rw [show S 0 ⬝ᵥ S 1 = -1 by linarith]
      nlinarith [sq_nonneg (S 0 ⬝ᵥ S 2), sq_nonneg (S 0 ⬝ᵥ S 3)]
    · rw [show S 0 ⬝ᵥ S 2 = -1 by linarith]
      nlinarith [sq_nonneg (S 0 ⬝ᵥ S 1), sq_nonneg (S 0 ⬝ᵥ S 3)]
  · rw [show S 0 ⬝ᵥ S 3 = -1 by linarith]
    nlinarith [sq_nonneg (S 0 ⬝ᵥ S 1), sq_nonneg (S 0 ⬝ᵥ S 2)]

/-- Four alternate corners of a cube centred at the origin. -/
def corner : Fin 4 → Fin 3 → ℝ := ![![1, 1, 1], ![1, -1, -1], ![-1, 1, -1], ![-1, -1, 1]]

/-- Unit spins pointing to four alternate corners of a cube. -/
def tetraState (i : Fin 4) : Fin 3 → ℝ := (√3)⁻¹ • corner i

/-- Two spins up and two spins down along the third axis. -/
def rowState : Fin 4 → Fin 3 → ℝ := ![![0, 0, 1], ![0, 0, 1], ![0, 0, -1], ![0, 0, -1]]

/-- Two antiparallel pairs of spins along the first and second axes. -/
def squareState : Fin 4 → Fin 3 → ℝ := ![![1, 0, 0], ![-1, 0, 0], ![0, 1, 0], ![0, -1, 0]]

/-- The cube-corner spins have zero sum and are tetrahedral. -/
theorem tetraState_witness : IsMPoint tetraState ∧ IsTetrahedral tetraState := by
  have h3 : (√3)⁻¹ * (√3)⁻¹ = (1 / 3 : ℝ) := by
    rw [← mul_inv, Real.mul_self_sqrt (by norm_num)]
    norm_num
  have hc : ∀ i j, corner i ⬝ᵥ corner j = if i = j then 3 else -1 := by
    intro i j
    fin_cases i <;> fin_cases j <;>
      simp [corner, dotProduct, Fin.sum_univ_three] <;> norm_num
  have hs : ∑ i, corner i = 0 := by
    ext k
    fin_cases k <;> simp [corner, Fin.sum_univ_four]
  have key : ∀ i j, tetraState i ⬝ᵥ tetraState j = 1 / 3 * (corner i ⬝ᵥ corner j) := by
    intro i j
    simp only [tetraState, smul_dotProduct, dotProduct_smul, smul_eq_mul]
    rw [← mul_assoc, h3]
  refine ⟨⟨fun i => ?_, ?_⟩, fun i j hij => ?_⟩
  · rw [key, hc, if_pos rfl]; norm_num
  · simp only [tetraState, ← Finset.smul_sum, hs, smul_zero]
  · rw [key, hc, if_neg hij]; norm_num

/-- The two-up two-down state has zero sum and is collinear. -/
theorem rowState_witness : IsMPoint rowState ∧ IsCollinear rowState := by
  refine ⟨⟨fun i => ?_, ?_⟩, fun i => ?_⟩
  · fin_cases i <;> simp [rowState, dotProduct, Fin.sum_univ_three]
  · ext k
    fin_cases k <;> simp [rowState, Fin.sum_univ_four]
  · fin_cases i <;> norm_num [rowState]

/-- The square state has zero sum, zero chirality and biquadratic sum `2`. -/
theorem squareState_witness :
    IsMPoint squareState ∧ chirality squareState = 0 ∧ biquadratic squareState = 2 := by
  refine ⟨⟨fun i => ?_, ?_⟩, ?_, ?_⟩
  · fin_cases i <;> simp [squareState, dotProduct, Fin.sum_univ_three]
  · ext k
    fin_cases k <;> simp [squareState, Fin.sum_univ_four]
  · simp [chirality, squareState, cross_apply, dotProduct, Fin.sum_univ_three]
  · simp [biquadratic, squareState, dotProduct, Fin.sum_univ_three]
    norm_num

/-- Among zero-sum states, the energy minimisers are exactly the tetrahedral states for
positive biquadratic coupling and exactly the collinear states for negative coupling. -/
theorem energy_minimisers (J K : ℝ) {S : Fin 4 → Fin 3 → ℝ} (hS : IsMPoint S) :
    (0 < K → ((∀ T, IsMPoint T → energy J K S ≤ energy J K T) ↔ IsTetrahedral S)) ∧
    (K < 0 → ((∀ T, IsMPoint T → energy J K S ≤ energy J K T) ↔ IsCollinear S)) := by
  obtain ⟨s1, s2, s3, s4, s5⟩ := bilinear_and_biquadratic hS
  refine ⟨fun hK => ⟨fun h => ?_, fun h T hT => ?_⟩, fun hK => ⟨fun h => ?_, fun h T hT => ?_⟩⟩
  · obtain ⟨t1, -, -, t4, -⟩ := bilinear_and_biquadratic tetraState_witness.1
    have hE := h _ tetraState_witness.1
    unfold energy at hE
    rw [s1, t1, t4.mpr tetraState_witness.2] at hE
    exact s4.mp (le_antisymm (le_of_mul_le_mul_left (by linarith) hK) s2)
  · obtain ⟨t1, t2, -⟩ := bilinear_and_biquadratic hT
    unfold energy
    rw [s1, t1, s4.mpr h]
    nlinarith
  · obtain ⟨t1, -, -, -, t5⟩ := bilinear_and_biquadratic rowState_witness.1
    have hE := h _ rowState_witness.1
    unfold energy at hE
    rw [s1, t1, t5.mpr rowState_witness.2] at hE
    exact s5.mp (le_antisymm s3 (le_of_mul_le_mul_left (by linarith) (neg_pos.mpr hK)))
  · obtain ⟨t1, -, t3, -⟩ := bilinear_and_biquadratic hT
    unfold energy
    rw [s1, t1, s5.mpr h]
    nlinarith

end

end FourSublatticeStates
```

```lean
#print axioms FourSublatticeStates.bilinear_and_biquadratic
-- 'FourSublatticeStates.bilinear_and_biquadratic' depends on axioms: [propext, Classical.choice, Quot.sound]
#print axioms FourSublatticeStates.two_le_biquadratic_of_coplanar
-- 'FourSublatticeStates.two_le_biquadratic_of_coplanar' depends on axioms: [propext, Classical.choice, Quot.sound]
#print axioms FourSublatticeStates.energy_minimisers
-- 'FourSublatticeStates.energy_minimisers' depends on axioms: [propext, Classical.choice, Quot.sound]
```

## How the proof follows the algebra

`unit_dot_sq` computes \(|v-u|^2\) and \(|v+u|^2\) as `hm` and `hp`. Their non-negativity gives the bound. In the equality case \((u\cdot v-1)(u\cdot v+1)=0\), so one of the two vectors has zero length and therefore vanishes.

`opposite_pairs` dots the zero total spin with each spin, which yields the four linear equations above. `linarith` solves them, given unit length and the symmetry of the dot product.

`bilinear_and_biquadratic` first rewrites \(B\) as \(2(a^2+b^2+c^2)\) in `hB`. The facts `q1`, `q2` and `q3` say that the squared deviations from \(-1/3\) are non-negative, and `nlinarith` uses them for the lower bound and to show that each deviation vanishes when \(B=2/3\). The case split over `i` and `j` then carries the value to all pairs. For the upper bound, three squares that are each at most one can add up to three only if each equals one, and `unit_dot_sq` turns this into \(S_i=\pm S_0\).

`chirality_sq` proves the Gram identity in components, then eliminates \(c\) by the linear relation. `two_le_biquadratic_of_coplanar` treats the three possible vanishing factors in turn.

The explicit states show that the values \(2/3\), \(6\) and \(2\) are attained. For `tetraState`, the products are computed from the unnormalised cube corners, where they are \(3\) or \(-1\), and then multiplied by \(1/3\).

`energy_minimisers` needs two of these states. A minimiser for \(K>0\) has energy no higher than `tetraState`, so its \(B\) is at most \(2/3\), hence equal to it, and the equality case makes it tetrahedral. For \(K<0\), `rowState` plays the same part at \(B=6\). The converse directions follow from the bounds on \(B\).
